# Local potentials with the same augmented Hamiltonian on finitely many sites differ on no more sites than there are projectors

In the ultrasoft and projector augmented-wave (PAW) methods a local potential enters the Hamiltonian twice: directly, and through augmentation charges that are attached to projectors. On a finite set of sites the two contributions can cancel for special projectors and augmentation functions, and a change of the potential then leaves no trace in the Hamiltonian. We ask on how many sites this can happen.

Let there be $n$ sites, for instance the points of a real-space grid, with unit vectors $e_r$. A local potential is a vector $v$ with one value $v_r$ per site, and $\operatorname{diag}(v)$ is its matrix. The $m$ projectors are the columns of an $n\times m$ matrix $P$; as usual in this field, a "projector" is a vector and not an idempotent operator. The $m\times m$ matrix $Q_r$ holds the values at site $r$ of the augmentation functions for all pairs of projectors, multiplied on a real-space grid by the volume per grid point. With a fixed part $H_0$, which contains the kinetic energy and the potential-independent nonlocal terms, the Hamiltonian is

$$H(v)=H_0+\operatorname{diag}(v)+P\Big(\sum_s v_sQ_s\Big)P^\dagger .$$

Potentials are compared value by value, so two that differ by a constant count as different. We say that the projectors span site $r$ if $e_r=Pc$ for some coefficient vector $c\in\mathbb C^m$.

## Only spanned sites can be hidden

**Claim.** If $H(v)=H(v')$, then $v$ and $v'$ differ only at spanned sites, and there are at most $m$ of these.

Subtracting the two Hamiltonians removes $H_0$ and leaves

$$\operatorname{diag}(v-v')=PXP^\dagger,\qquad X=\sum_s(v'_s-v_s)Q_s .$$

Apply both sides to $e_r$ for a site with $v_r\neq v'_r$. The left side gives $(v_r-v'_r)e_r$, and division by the nonzero factor gives

$$e_r=P\,c_r,\qquad c_r=\frac{1}{v_r-v'_r}\,XP^\dagger e_r .$$

So site $r$ is spanned.

To count the spanned sites, choose for each of them a vector $c_r$ with $Pc_r=e_r$. If $\sum_r g_rc_r=0$, then multiplication by $P$ gives $\sum_r g_re_r=0$, and every $g_r$ vanishes. The $c_r$ are therefore linearly independent in $\mathbb C^m$, which leaves room for at most $m$ of them.

If no site is spanned, the Hamiltonian determines the potential. A single projector with two or more nonzero components is of this kind, since no multiple of it is one of the $e_r$.

Conversely, every spanned site can be hidden by a suitable augmentation. Put $Q_r=-c_rc_r^\dagger$ on spanned sites and $Q_r=0$ elsewhere. Then $PQ_rP^\dagger=-e_re_r^\dagger$ on a spanned site, which cancels the bare potential there, and $H(v)$ contains only the values of $v$ on the other sites. This choice shows what the algebra allows and is not a usable data set: in the ultrasoft and PAW methods the same matrices also fix the overlap matrix $S=\mathbb 1+P\big(\sum_rQ_r\big)P^\dagger$, which has to be positive definite, whereas here $Se_r=0$ on every spanned site.

The smallest interesting case has two sites and one projector, $P=(1,0)^T$, with $Q_1=-1$ and $Q_2=1$. The augmentation term is $\operatorname{diag}(v_2-v_1,\,0)$, so

$$H(v)=H_0+\operatorname{diag}(v_1+v_2-v_1,\;v_2)=H_0+v_2\mathbb 1 .$$

The potential on the first site has disappeared, and that on the second is a uniform shift. Since $Q_1+Q_2=0$, the overlap matrix is the identity here, so a site can be hidden while the overlap stays positive definite.

For the recovery of a local potential from a one-particle Hamiltonian, this limits the ambiguity that augmentation can cause in the finite model above. Before the bound is carried over to a production calculation, the representation of the potential has to be checked: the argument uses that the potential acts as a diagonal matrix in the basis, with one value per site. If the augmentation also depends on values of the potential that do not appear in this matrix, for instance on a finer grid, the bound does not cover them.

## The Hamiltonian and the spanned sites in Lean

In the code `n` and `m` are not numbers but finite index types, for the sites and the projectors; their sizes are the $n$ and $m$ used above.

```lean
import Mathlib

open Matrix

namespace PAWPotentialVisibility

variable {n m : Type*} [Fintype n] [DecidableEq n] [Fintype m]
```

The Hamiltonian is the formula above, with `Pᴴ` for $P^\dagger$. Potentials are complex-valued, which includes the real ones, and neither `H0` nor the matrices `Q r` need be Hermitian.

```lean
/-- The Hamiltonian of a local potential `v` in an augmented finite basis: a fixed part `H0`,
the potential on the sites, and the augmentation term, linear in `v`, between projectors `P`. -/
noncomputable def hamiltonian (H0 : Matrix n n ℂ) (P : Matrix n m ℂ)
    (Q : n → Matrix m m ℂ) (v : n → ℂ) : Matrix n n ℂ :=
  H0 + diagonal v + P * (∑ r, v r • Q r) * Pᴴ
```

In the next definition `P *ᵥ c` is the product of a matrix and a vector, and `Pi.single r 1` is $e_r$.

```lean
/-- The projectors span site `r` if some linear combination of the columns of `P` is the
unit vector located at `r`. -/
def SpansSite (P : Matrix n m ℂ) (r : n) : Prop :=
  ∃ c : m → ℂ, P *ᵥ c = Pi.single r 1
```

## From equal Hamiltonians to a bound on the sites

The first theorem is the subtracted identity $\operatorname{diag}(v-v')=PXP^\dagger$. The auxiliary facts `hs` and `hd` split the sum and the diagonal matrix into differences. What remains is a rearrangement of the hypothesis `h` that uses only addition of matrices, and `abel` settles it.

```lean
/-- If two potentials give the same Hamiltonian, their difference on the sites is
cancelled by the difference of the augmentation terms. -/
theorem diagonal_sub_eq_augmentation {H0 : Matrix n n ℂ} {P : Matrix n m ℂ}
    {Q : n → Matrix m m ℂ} {v v' : n → ℂ}
    (h : hamiltonian H0 P Q v = hamiltonian H0 P Q v') :
    diagonal (v - v') = P * (∑ r, (v' r - v r) • Q r) * Pᴴ := by
  have hs : ∑ r, (v' r - v r) • Q r = ∑ r, v' r • Q r - ∑ r, v r • Q r := by
    simp only [sub_smul, Finset.sum_sub_distrib]
  have hd : diagonal (v - v') = diagonal v - diagonal v' := by
    ext i j
    by_cases hij : i = j
    · subst hij
      simp
    · simp [hij]
  rw [hs, hd, Matrix.mul_sub, Matrix.sub_mul]
  unfold hamiltonian at h
  linear_combination (norm := abel) h
```

Next comes the division by $v_r-v'_r$. The `refine` line supplies the vector $c_r$ of the derivation, the rewriting turns $Pc_r$ into the diagonal matrix applied to $e_r$ and divided by $v_r-v'_r$, and the result is compared with $e_r$ entry by entry.

```lean
/-- If two potentials give the same Hamiltonian and differ at site `r`, then the projectors
span site `r`. -/
theorem spansSite_of_ne {H0 : Matrix n n ℂ} {P : Matrix n m ℂ}
    {Q : n → Matrix m m ℂ} {v v' : n → ℂ}
    (h : hamiltonian H0 P Q v = hamiltonian H0 P Q v') {r : n} (hr : v r ≠ v' r) :
    SpansSite P r := by
  have hd : v r - v' r ≠ 0 := sub_ne_zero.mpr hr
  -- column `r` of the sum over `s` times `Pᴴ`, divided by the potential difference
  refine ⟨(v r - v' r)⁻¹ •
    (((∑ s, (v' s - v s) • Q s) * Pᴴ) *ᵥ (Pi.single r 1 : n → ℂ)), ?_⟩
  rw [Matrix.mulVec_smul, Matrix.mulVec_mulVec, ← Matrix.mul_assoc,
    ← diagonal_sub_eq_augmentation h]
  ext i
  rw [Pi.smul_apply, Matrix.mulVec_diagonal]
  by_cases hi : i = r
  · subst hi
    simp only [Pi.single_eq_same, Pi.sub_apply, smul_eq_mul, mul_one]
    exact inv_mul_cancel₀ hd
  · simp [hi]
```

The count is stated for any finite set `S` of spanned sites. `choose` picks the vectors $c_r$, and `hli` is their linear independence: `e` computes the image of the combination under $P$, and its component at site `i` isolates the coefficient `g i`.

```lean
omit [Fintype n] in
/-- A set of sites that are all spanned by the projectors has at most as many elements as
there are projectors. -/
theorem card_spanned_le (P : Matrix n m ℂ) (S : Finset n)
    (hS : ∀ r ∈ S, SpansSite P r) : S.card ≤ Fintype.card m := by
  have hS' : ∀ r : S, ∃ c : m → ℂ, P *ᵥ c = Pi.single r.1 1 := fun r => hS r.1 r.2
  choose c hc using hS'
  -- the coefficient vectors are independent because their images are
  have hli : LinearIndependent ℂ c := by
    rw [Fintype.linearIndependent_iff]
    intro g hg i
    have h : (P *ᵥ ∑ j, g j • c j) i.1 = 0 := by
      rw [hg, Matrix.mulVec_zero]
      rfl
    have e : P *ᵥ (∑ j, g j • c j) = ∑ j, g j • (Pi.single j.1 1 : n → ℂ) := by
      change P.mulVecLin (∑ j, g j • c j) = _
      rw [map_sum]
      refine Finset.sum_congr rfl fun j _ => ?_
      rw [map_smul, Matrix.mulVecLin_apply, hc]
    rw [e, Finset.sum_apply, Finset.sum_eq_single i] at h
    · simpa using h
    · intro j _ hj
      have hij : i.1 ≠ j.1 := fun h' => hj (Subtype.ext h'.symm)
      simp [hij]
    · simp
  have hcard := hli.fintype_card_le_finrank
  simpa using hcard
```

The inequality itself comes from `LinearIndependent.fintype_card_le_finrank`, called as `hli.fintype_card_le_finrank`. It says that a linearly independent family with a finite index type has no more members than the dimension of the space. The family `c` is indexed by the elements of `S`, regarded as a type, and takes values in `m → ℂ`. The final `simpa` identifies the size of that type with `S.card` and the dimension with `Fintype.card m`. Because the independence is shown for the coefficient vectors and not for their images, the bound is the number of projectors; independence of the unit vectors in the whole space $\mathbb C^n$ would only give the number of sites.

The main bound applies this to the set of sites where the two potentials differ, written as a filter on all sites.

```lean
/-- Two local potentials that give the same Hamiltonian differ on at most as many sites as
there are projectors. -/
theorem card_invisible_le {H0 : Matrix n n ℂ} {P : Matrix n m ℂ}
    {Q : n → Matrix m m ℂ} {v v' : n → ℂ}
    (h : hamiltonian H0 P Q v = hamiltonian H0 P Q v') :
    (Finset.univ.filter fun r => v r ≠ v' r).card ≤ Fintype.card m :=
  card_spanned_le P _ fun _ hr => spansSite_of_ne h (Finset.mem_filter.mp hr).2
```

Injectivity follows by contradiction: a site where the potentials differ would be spanned, against `hP`.

```lean
/-- If the projectors span no site, the Hamiltonian determines the local potential. -/
theorem hamiltonian_injective (H0 : Matrix n n ℂ) {P : Matrix n m ℂ}
    (Q : n → Matrix m m ℂ) (hP : ∀ r, ¬ SpansSite P r) :
    Function.Injective (hamiltonian H0 P Q) := by
  intro v v' h
  funext r
  by_contra hr
  exact hP r (spansSite_of_ne h hr)
```

## An augmentation that hides every spanned site

The converse chooses the matrices `Q` from `P` alone; the same choice then serves all `H0`, `v` and `v'`. It also makes them Hermitian, so a real potential and a Hermitian `H0` give a Hermitian Hamiltonian. This is a statement of existence: a given PAW data set comes with its own $Q_r$, which may hide fewer sites or none.

In the proof `hex` constructs $-c_rc_r^\dagger$ or zero, site by site, and `hH` shows that the Hamiltonian retains only the potential on sites that are not spanned. One direction of the equivalence is `spansSite_of_ne`, which holds for every `Q`; the other reads off equality from `hH`.

```lean
/-- For any projectors there are Hermitian augmentation matrices for which two potentials give
the same Hamiltonian exactly when they agree on all sites that the projectors do not span. -/
theorem exists_augmentation_hiding_spanned_sites (P : Matrix n m ℂ) :
    ∃ Q : n → Matrix m m ℂ, (∀ r, (Q r).IsHermitian) ∧
      ∀ (H0 : Matrix n n ℂ) (v v' : n → ℂ),
        hamiltonian H0 P Q v = hamiltonian H0 P Q v' ↔
          ∀ r, ¬ SpansSite P r → v r = v' r := by
  classical
  -- on a spanned site the augmentation can cancel the bare potential
  have hex : ∀ r, ∃ A : Matrix m m ℂ, A.IsHermitian ∧
      P * A * Pᴴ = diagonal (Pi.single r (if SpansSite P r then (-1 : ℂ) else 0)) := by
    intro r
    by_cases hr : SpansSite P r
    · obtain ⟨c, hc⟩ := id hr
      refine ⟨-vecMulVec c (star c), ?_, ?_⟩
      · apply Matrix.IsHermitian.ext
        intro i j
        simp [vecMulVec_apply, mul_comm]
      · rw [Matrix.mul_neg, Matrix.neg_mul, Matrix.mul_vecMulVec, Matrix.vecMulVec_mul,
          ← Matrix.star_mulVec, hc, if_pos hr]
        ext i j
        simp only [Matrix.neg_apply, vecMulVec_apply, Pi.star_apply, diagonal_apply,
          Pi.single_apply]
        split_ifs <;> simp_all
    · exact ⟨0, Matrix.isHermitian_zero, by simp [hr]⟩
  choose Q hQ hPQ using hex
  have hH : ∀ (H0 : Matrix n n ℂ) (v : n → ℂ), hamiltonian H0 P Q v =
      H0 + diagonal (fun r => if SpansSite P r then 0 else v r) := by
    intro H0 v
    unfold hamiltonian
    rw [add_assoc]
    congr 1
    simp only [Matrix.mul_sum, Matrix.sum_mul, Matrix.mul_smul, Matrix.smul_mul, hPQ]
    ext i j
    simp only [Matrix.add_apply, Matrix.sum_apply, Matrix.smul_apply, diagonal_apply,
      Pi.single_apply, smul_eq_mul]
    by_cases hij : i = j
    · subst hij
      rw [Finset.sum_eq_single i (fun x _ hx => by simp [Ne.symm hx]) (by simp)]
      by_cases hi : SpansSite P i <;> simp [hi]
    · simp [hij]
  refine ⟨Q, hQ, fun H0 v v' => ⟨fun h r hr => ?_, fun h => ?_⟩⟩
  · by_contra hne
    exact hr (spansSite_of_ne h hne)
  · rw [hH, hH]
    congr 2
    funext r
    by_cases hr : SpansSite P r
    · simp [hr]
    · simp [hr, h r hr]
```

## Two sites and one projector

Lean numbers the sites from zero, so `v 1` is the $v_2$ of the example. The products are expanded into entries, and the four matrix elements are checked in turn.

```lean
/-- Two sites and one projector on the first site, with augmentation `-1` and `1`: the
Hamiltonian contains only the potential of the second site, as a uniform shift. -/
theorem two_site_first_potential_invisible (H0 : Matrix (Fin 2) (Fin 2) ℂ) (v : Fin 2 → ℂ) :
    hamiltonian H0 (!![1; 0] : Matrix (Fin 2) (Fin 1) ℂ) ![!![-1], !![1]] v =
      H0 + diagonal (fun _ => v 1) := by
  ext i j
  -- write all products entrywise before inserting the explicit matrices
  simp only [hamiltonian, Matrix.add_apply, Matrix.mul_apply, Matrix.conjTranspose_apply,
    Matrix.smul_apply, Fin.sum_univ_two]
  fin_cases i <;> fin_cases j <;> simp

end PAWPotentialVisibility
```

```lean
#print axioms PAWPotentialVisibility.card_invisible_le
#print axioms PAWPotentialVisibility.hamiltonian_injective
#print axioms PAWPotentialVisibility.exists_augmentation_hiding_spanned_sites
#print axioms PAWPotentialVisibility.two_site_first_potential_invisible
```

```
'PAWPotentialVisibility.card_invisible_le' depends on axioms: [propext, Classical.choice, Quot.sound]
'PAWPotentialVisibility.hamiltonian_injective' depends on axioms: [propext, Classical.choice, Quot.sound]
'PAWPotentialVisibility.exists_augmentation_hiding_spanned_sites' depends on axioms: [propext, Classical.choice, Quot.sound]
'PAWPotentialVisibility.two_site_first_potential_invisible' depends on axioms: [propext, Classical.choice, Quot.sound]
```

## Augmentation that is not linear in the potential

The augmentation term could also have been modelled as $P\,A(v)\,P^\dagger$ with an arbitrary matrix-valued function $A$ in place of $\sum_s v_sQ_s$. The derivation of the bound would survive with $X=A(v')-A(v)$, since linearity serves only to write this difference as a single sum. Such a version, which is argued here informally, would admit on-site terms that respond nonlinearly to the potential. The linear form keeps the augmentation functions visible as separate data $Q_r$, and it makes the converse stronger, because the cancellation is then achieved within the restricted class.
